# Uniform strain shifts the linearised honeycomb Bloch sum oppositely at K and −K

## Two small quantities, one parameter

Stretching a graphene sheet along one direction changes its hoppings and moves its Dirac cones away from the zone corners. To find the shift at first order, we scale the strain and the wavevector offset together, as $s\,u$ and $s\,q$, and differentiate at $s=0$. Both effects then come from a single expansion.

Lengths are in units of the bond length. The bonds are
$$d_0=(\tfrac{\sqrt3}{2},\tfrac12),\quad d_1=(-\tfrac{\sqrt3}{2},\tfrac12),\quad d_2=(0,-1).$$
For a real symmetric strain $u$, bond $j$ has, to first order in $u$, relative elongation $e_j=d_j\cdot u\,d_j$, and the Bloch sum is
$$f(k)=\sum_j t(1-\beta e_j)\,e^{ik\cdot d_j}.$$
Here $t$ is the unstrained hopping, and $k$ refers to undeformed coordinates, so the phases contain the undeformed bonds. The postulated constant $\beta$ is the fractional loss of hopping per unit relative elongation.

## The linear term at the two corners

Differentiating each bond term along the joint path gives, at any $k$,
$$\sum_j t\,(i\,q\cdot d_j-\beta e_j)\,e^{ik\cdot d_j}.$$

At $K=(4\pi/(3\sqrt3),0)$ the angles $K\cdot d_j$ are $2\pi/3,-2\pi/3,0$, so the phases are $\omega,\bar\omega,1$ with $\omega=-\tfrac12+\tfrac{\sqrt3}{2}i$. They sum to zero, so the unstrained $f(K)$ vanishes. The elongations are
$$e_{0,1}=\tfrac34u_{xx}\pm\tfrac{\sqrt3}{2}u_{xy}+\tfrac14u_{yy},\qquad e_2=u_{yy}.$$

Using $\omega-\bar\omega=i\sqrt3$ and $\omega+\bar\omega=-1$,
$$i\sum_j (q\cdot d_j)e^{iK\cdot d_j}=i\left(\tfrac{3i}{2}q_x-\tfrac32q_y\right)=-\tfrac32(q_x+iq_y),$$
$$-\beta\sum_j e_je^{iK\cdot d_j}=\tfrac{3\beta}{4}(u_{xx}-u_{yy})-\tfrac{3i\beta}{2}u_{xy}=\tfrac32(A_x+iA_y),$$
where $A=\tfrac{\beta}{2}(u_{xx}-u_{yy},-2u_{xy})$. The total is
$$-\tfrac{3t}{2}\big((q_x-A_x)+i(q_y-A_y)\big).$$

At $-K$ the phases are conjugated. The two sums become $\tfrac32(q_x-iq_y)$ and $\tfrac32(A_x-iA_y)$, giving
$$\tfrac{3t}{2}\big((q_x+A_x)-i(q_y+A_y)\big).$$
For $t\ne0$ the term at $K$ vanishes exactly when $q=A$.

## Symmetry leaves one constant

Suppose that the shift at $K$, in undeformed coordinates, is a linear function of the symmetric strain. It then has the form $G(u)=u_{xx}a+u_{yy}b+u_{xy}c$, with plane vectors $a,b,c$. A symmetry $R$ sends $u$ to $RuR^T$. The mirror $x\to-x$ exchanges the valleys, where the shifts are opposite, so $G$ acquires a minus sign relative to a vector. This forces $c_x=a_y=b_y=0$.

A rotation by 120 degrees takes $K$ to an equivalent corner, so under it $G$ turns like a vector. For $u=\mathrm{diag}(1,0)$ this requires
$$\tfrac14a_x+\tfrac34b_x=-\tfrac12a_x,\qquad -\tfrac{\sqrt3}{4}c_y=\tfrac{\sqrt3}{2}a_x.$$
Hence $b_x=-a_x$ and $c_y=-2a_x$, which is $A$ with $\beta=2a_x$.

## A two per cent stretch

Take $\beta=3$, $u_{xx}=0.02$ and all other strain components zero. Then $e_0=e_1=0.015$ and $e_2=0$, so the hoppings are $0.955t,0.955t,t$, and $A=(0.03,0)$. At $K$ itself, $f=-0.955t+t=0.045t$, which agrees with the formula at $q=0$. On the $k_x$ axis, the zero of the full sum nearest $K$ solves $\cos(\sqrt3k_x/2)=-1/1.91$ and lies about $0.0317$ beyond $K$; the difference from $0.03$ is of higher order.

## Use in a band calculation

In the non-interacting nearest-neighbour model with one orbital per site, orthonormal orbitals and equal site energies, $f(k)$ is the off-diagonal element of a $2\times2$ Hamiltonian with bands $\pm|f(k)|$ about the site energy. Near $K$, for small uniform strain, these are approximately $\pm\tfrac{3|t|}{2}|q-A|$. To first order, a fine $k$-mesh for this cone can therefore be centred at $K+A$ in undeformed coordinates; a calculation in laboratory coordinates must first convert this wavevector.

## Reading the Lean statements

Plane vectors are functions `Fin 2 → ℝ`, with components 0 and 1 for $x$ and $y$. `stretch`, `phase` and `bloch` are $e_j$, the Bloch phase and $f$; `u.IsSymm` says that the strain is symmetric. The final `0` in `HasDerivAt` is the point $s=0$.

`strained_dirac_expansion` gives the derivative along every line $(sq,su)$, without a remainder bound. Despite its name, `dirac_point_shift` concerns the vanishing of the linear term, not the existence of a zero of the full sum. `gaugeField β u` is the vector $A$ in inverse bond lengths, without charge factors; for uniform strain it is the same everywhere in the sheet, so it produces no pseudomagnetic field. `gaugeField_unique` fixes the map on symmetric strains only.

Phases use the undeformed bonds, so $k$ refers to undeformed coordinates. Besides the nearest-neighbour model and its hopping law, applying the result to a real sheet assumes that each bond follows the uniform strain; the two sublattices may also shift relative to each other.

## The complete Lean file

```lean
import Mathlib

open Matrix Complex ComplexConjugate

namespace GrapheneStrainGauge

noncomputable section

/-- The three nearest-neighbour bond vectors, in units of the bond length. -/
def bond : Fin 3 → Fin 2 → ℝ :=
  ![![√3 / 2, 1 / 2], ![-(√3 / 2), 1 / 2], ![0, -1]]

/-- The zone corner `K = (4π/(3√3), 0)`. -/
def K : Fin 2 → ℝ := ![4 * Real.pi / (3 * √3), 0]

/-- The first-order relative elongation `d_j · u d_j` of bond `j` under the strain `u`. -/
def stretch (u : Matrix (Fin 2) (Fin 2) ℝ) (j : Fin 3) : ℝ :=
  bond j ⬝ᵥ u *ᵥ bond j

/-- The Bloch phase `exp(i k · d_j)` along bond `j`. -/
def phase (k : Fin 2 → ℝ) (j : Fin 3) : ℂ :=
  Complex.exp (((k ⬝ᵥ bond j : ℝ) : ℂ) * I)

/-- The Bloch sum `f(k) = ∑ t_j exp(i k · d_j)` with strained hoppings
`t_j = t (1 - β d_j · u d_j)`. -/
def bloch (t β : ℝ) (u : Matrix (Fin 2) (Fin 2) ℝ) (k : Fin 2 → ℝ) : ℂ :=
  ∑ j, ((t * (1 - β * stretch u j) : ℝ) : ℂ) * phase k j

/-- The strain gauge field `A = (β/2) (u_xx - u_yy, -2 u_xy)`, linear in the strain. -/
def gaugeField (β : ℝ) : Matrix (Fin 2) (Fin 2) ℝ →ₗ[ℝ] (Fin 2 → ℝ) where
  toFun u := ![β / 2 * (u 0 0 - u 1 1), β / 2 * (-2 * u 0 1)]
  map_add' u v := by
    refine funext (Fin.forall_fin_two.mpr ⟨?_, ?_⟩)
    · change β / 2 * ((u 0 0 + v 0 0) - (u 1 1 + v 1 1)) =
        β / 2 * (u 0 0 - u 1 1) + β / 2 * (v 0 0 - v 1 1)
      ring
    · change β / 2 * (-2 * (u 0 1 + v 0 1)) =
        β / 2 * (-2 * u 0 1) + β / 2 * (-2 * v 0 1)
      ring
  map_smul' c u := by
    refine funext (Fin.forall_fin_two.mpr ⟨?_, ?_⟩)
    · change β / 2 * (c * u 0 0 - c * u 1 1) = c * (β / 2 * (u 0 0 - u 1 1))
      ring
    · change β / 2 * (-2 * (c * u 0 1)) = c * (β / 2 * (-2 * u 0 1))
      ring

/-- The rotation of the plane by 120 degrees. -/
def rot : Matrix (Fin 2) (Fin 2) ℝ := !![-1 / 2, -(√3 / 2); √3 / 2, -1 / 2]

/-- The mirror `x → -x`. -/
def mirror : Matrix (Fin 2) (Fin 2) ℝ := !![-1, 0; 0, 1]

/-- The first-order relative elongations of the three bonds under a symmetric strain. -/
theorem stretch_values {u : Matrix (Fin 2) (Fin 2) ℝ} (hu : u.IsSymm) :
    stretch u 0 = 3 / 4 * u 0 0 + √3 / 2 * u 0 1 + 1 / 4 * u 1 1 ∧
    stretch u 1 = 3 / 4 * u 0 0 - √3 / 2 * u 0 1 + 1 / 4 * u 1 1 ∧
    stretch u 2 = u 1 1 := by
  have h3 : (√3 : ℝ) ^ 2 = 3 := Real.sq_sqrt (by norm_num)
  have hs : u 1 0 = u 0 1 := hu.apply 0 1
  have h : ∀ j, stretch u j = bond j 0 * (u 0 0 * bond j 0 + u 0 1 * bond j 1) +
      bond j 1 * (u 0 1 * bond j 0 + u 1 1 * bond j 1) := by
    intro j
    simp only [stretch, Matrix.mulVec, dotProduct, Fin.sum_univ_two, hs]
  refine ⟨?_, ?_, ?_⟩
  · rw [h, show bond 0 0 = √3 / 2 from rfl, show bond 0 1 = 1 / 2 from rfl]
    linear_combination (u 0 0 / 4) * h3
  · rw [h, show bond 1 0 = -(√3 / 2) from rfl, show bond 1 1 = 1 / 2 from rfl]
    linear_combination (u 0 0 / 4) * h3
  · rw [h, show bond 2 0 = 0 from rfl, show bond 2 1 = -1 from rfl]
    ring

/-- At `K` the Bloch phases along the three bonds are the three cube roots of unity, and at
`-K` they are the complex conjugates. -/
theorem valley_phases :
    (phase K 0 = -1 / 2 + (√3 : ℝ) / 2 * I ∧ phase K 1 = -1 / 2 - (√3 : ℝ) / 2 * I ∧
      phase K 2 = 1) ∧ ∀ j, phase (-K) j = conj (phase K j) := by
  have e : 4 * Real.pi / (3 * √3) * (√3 / 2) = 2 * Real.pi / 3 := by
    rw [div_mul_div_comm, div_eq_div_iff (by positivity) (by norm_num)]
    ring
  have a0 : K ⬝ᵥ bond 0 = Real.pi - Real.pi / 3 := by
    rw [dotProduct, Fin.sum_univ_two]
    change 4 * Real.pi / (3 * √3) * (√3 / 2) + 0 * (1 / 2) = _
    linear_combination e
  have a1 : K ⬝ᵥ bond 1 = -(Real.pi - Real.pi / 3) := by
    rw [dotProduct, Fin.sum_univ_two]
    change 4 * Real.pi / (3 * √3) * (-(√3 / 2)) + 0 * (1 / 2) = _
    linear_combination -e
  have a2 : K ⬝ᵥ bond 2 = 0 := by
    rw [dotProduct, Fin.sum_univ_two]
    change 4 * Real.pi / (3 * √3) * 0 + 0 * (-1) = _
    ring
  refine ⟨⟨?_, ?_, ?_⟩, fun j => ?_⟩
  · rw [phase, a0, Complex.exp_mul_I, ← Complex.ofReal_cos, ← Complex.ofReal_sin,
      Real.cos_pi_sub, Real.sin_pi_sub, Real.cos_pi_div_three, Real.sin_pi_div_three]
    push_cast
    ring
  · rw [phase, a1, Complex.exp_mul_I, ← Complex.ofReal_cos, ← Complex.ofReal_sin,
      Real.cos_neg, Real.sin_neg,
      Real.cos_pi_sub, Real.sin_pi_sub, Real.cos_pi_div_three, Real.sin_pi_div_three]
    push_cast
    ring
  · rw [phase, a2, Complex.ofReal_zero, zero_mul, Complex.exp_zero]
  · simp only [phase, neg_dotProduct, Complex.ofReal_neg, ← Complex.exp_conj, map_mul,
      Complex.conj_ofReal, Complex.conj_I, neg_mul, mul_neg]

/-- First-order change of the Bloch sum at any `k` when the wavevector offset `s q` and the
strain `s u` are switched on together. -/
theorem bloch_hasDerivAt (t β : ℝ) (u : Matrix (Fin 2) (Fin 2) ℝ) (k q : Fin 2 → ℝ) :
    HasDerivAt (fun s : ℝ => bloch t β (s • u) (k + s • q))
      (∑ j, (t : ℂ) * (I * ((q ⬝ᵥ bond j : ℝ) : ℂ) - β * (stretch u j : ℂ)) * phase k j)
      0 := by
  -- one bond, with elongation a and phase angle b + s c
  have key (a b c : ℝ) : HasDerivAt
      (fun s : ℝ => ((t * (1 - β * (s * a)) : ℝ) : ℂ) *
        Complex.exp (((b + s * c : ℝ) : ℂ) * I))
      ((t : ℂ) * (I * (c : ℂ) - β * (a : ℂ)) * Complex.exp ((b : ℂ) * I)) 0 := by
    have h1 := (((((hasDerivAt_id' (0 : ℝ)).mul_const a).const_mul β).const_sub
      1).const_mul t).ofReal_comp
    have h2 := (((hasDerivAt_id' (0 : ℝ)).mul_const c).const_add b).ofReal_comp
    refine (h1.fun_mul (h2.mul_const I).cexp).congr_deriv ?_
    simp only [zero_mul, add_zero, mul_zero, sub_zero, mul_one, one_mul]
    push_cast
    ring
  have hs (s : ℝ) (j : Fin 3) : stretch (s • u) j = s * stretch u j := by
    simp only [stretch, Matrix.mulVec, dotProduct, Fin.sum_univ_two, Matrix.smul_apply,
      smul_eq_mul]
    ring
  have hk (s : ℝ) (j : Fin 3) :
      (k + s • q) ⬝ᵥ bond j = k ⬝ᵥ bond j + s * (q ⬝ᵥ bond j) := by
    simp only [dotProduct, Fin.sum_univ_two, Pi.add_apply, Pi.smul_apply, smul_eq_mul]
    ring
  simp only [bloch, phase, hs, hk]
  exact HasDerivAt.fun_sum fun j _ => key _ _ _

/-- For symmetric `u`, the derivative at `s = 0` of the Bloch sum with strain `s u` and wavevector
offset `s q` from the stated corner is `-(3t/2)((q_x - A_x) + i(q_y - A_y))` at `K` and
`(3t/2)((q_x + A_x) - i(q_y + A_y))` at `-K`. -/
theorem strained_dirac_expansion (t β : ℝ) {u : Matrix (Fin 2) (Fin 2) ℝ} (hu : u.IsSymm)
    (q : Fin 2 → ℝ) :
    HasDerivAt (fun s : ℝ => bloch t β (s • u) (K + s • q))
      (-(3 * (t : ℂ) / 2) * (((q 0 - gaugeField β u 0 : ℝ) : ℂ) +
        I * ((q 1 - gaugeField β u 1 : ℝ) : ℂ))) 0 ∧
    HasDerivAt (fun s : ℝ => bloch t β (s • u) (-K + s • q))
      (3 * (t : ℂ) / 2 * (((q 0 + gaugeField β u 0 : ℝ) : ℂ) -
        I * ((q 1 + gaugeField β u 1 : ℝ) : ℂ))) 0 := by
  obtain ⟨s0, s1, s2⟩ := stretch_values hu
  obtain ⟨⟨p0, p1, p2⟩, hn⟩ := valley_phases
  have hr : ((√3 : ℝ) : ℂ) ^ 2 = 3 := by
    rw [← Complex.ofReal_pow, Real.sq_sqrt (by norm_num)]
    norm_num
  have d0 : q ⬝ᵥ bond 0 = √3 / 2 * q 0 + q 1 / 2 := by
    rw [dotProduct, Fin.sum_univ_two]
    change q 0 * (√3 / 2) + q 1 * (1 / 2) = _
    ring
  have d1 : q ⬝ᵥ bond 1 = -(√3 / 2) * q 0 + q 1 / 2 := by
    rw [dotProduct, Fin.sum_univ_two]
    change q 0 * (-(√3 / 2)) + q 1 * (1 / 2) = _
    ring
  have d2 : q ⬝ᵥ bond 2 = -q 1 := by
    rw [dotProduct, Fin.sum_univ_two]
    change q 0 * 0 + q 1 * (-1) = _
    ring
  have g0 : gaugeField β u 0 = β / 2 * (u 0 0 - u 1 1) := rfl
  have g1 : gaugeField β u 1 = β / 2 * (-2 * u 0 1) := rfl
  constructor
  · refine (bloch_hasDerivAt t β u K q).congr_deriv ?_
    rw [Fin.sum_univ_three, p0, p1, p2, d0, d1, d2, s0, s1, s2, g0, g1]
    push_cast
    linear_combination ((t : ℂ) * q 0 * I ^ 2 / 2 - t * β * u 0 1 * I / 2) * hr +
      (3 * (t : ℂ) * q 0 / 2) * Complex.I_sq
  · refine (bloch_hasDerivAt t β u (-K) q).congr_deriv ?_
    rw [Fin.sum_univ_three, hn, hn, hn, p0, p1, p2, d0, d1, d2, s0, s1, s2, g0, g1]
    simp only [map_add, map_sub, map_mul, map_div₀, map_neg, map_one, map_ofNat,
      Complex.conj_ofReal, Complex.conj_I]
    push_cast
    linear_combination (-((t : ℂ) * q 0 * I ^ 2 / 2 - t * β * u 0 1 * I / 2)) * hr -
      (3 * (t : ℂ) * q 0 / 2) * Complex.I_sq

/-- For nonzero hopping `t` and symmetric strain, the first-order term of the Bloch sum at `K`
vanishes exactly when the wavevector offset equals the gauge field. -/
theorem dirac_point_shift {t : ℝ} (ht : t ≠ 0) (β : ℝ) {u : Matrix (Fin 2) (Fin 2) ℝ}
    (hu : u.IsSymm) (q : Fin 2 → ℝ) :
    HasDerivAt (fun s : ℝ => bloch t β (s • u) (K + s • q)) 0 0 ↔ q = gaugeField β u := by
  have h := (strained_dirac_expansion t β hu q).1
  constructor
  · intro h0
    have ht' : (t : ℂ) ≠ 0 := Complex.ofReal_ne_zero.mpr ht
    have e := (mul_eq_zero.mp (h.unique h0)).resolve_left
      (neg_ne_zero.mpr (div_ne_zero (mul_ne_zero three_ne_zero ht') two_ne_zero))
    have hre := congrArg Complex.re e
    have him := congrArg Complex.im e
    simp only [Complex.add_re, Complex.add_im, Complex.mul_re, Complex.mul_im,
      Complex.ofReal_re, Complex.ofReal_im, Complex.I_re, Complex.I_im, Complex.zero_re,
      Complex.zero_im] at hre him
    exact funext (Fin.forall_fin_two.mpr ⟨by linarith, by linarith⟩)
  · intro hq
    refine h.congr_deriv ?_
    rw [hq, sub_self, sub_self, Complex.ofReal_zero]
    ring

/-- For symmetric strain the gauge field turns like a vector under the threefold rotation, and
like a vector with an additional sign change under the mirror `x → -x`. -/
theorem gaugeField_witness (β : ℝ) {u : Matrix (Fin 2) (Fin 2) ℝ} (hu : u.IsSymm) :
    gaugeField β (rot * u * rotᵀ) = rot *ᵥ gaugeField β u ∧
    gaugeField β (mirror * u * mirrorᵀ) = -(mirror *ᵥ gaugeField β u) := by
  have h3 : (√3 : ℝ) ^ 2 = 3 := Real.sq_sqrt (by norm_num)
  have hs : u 1 0 = u 0 1 := hu.apply 0 1
  have g0 : ∀ v, gaugeField β v 0 = β / 2 * (v 0 0 - v 1 1) := fun _ => rfl
  have g1 : ∀ v, gaugeField β v 1 = β / 2 * (-2 * v 0 1) := fun _ => rfl
  have r00 : rot 0 0 = -1 / 2 := rfl
  have r01 : rot 0 1 = -(√3 / 2) := rfl
  have r10 : rot 1 0 = √3 / 2 := rfl
  have r11 : rot 1 1 = -1 / 2 := rfl
  have m00 : mirror 0 0 = -1 := rfl
  have m01 : mirror 0 1 = 0 := rfl
  have m10 : mirror 1 0 = 0 := rfl
  have m11 : mirror 1 1 = 1 := rfl
  constructor <;> refine funext (Fin.forall_fin_two.mpr ⟨?_, ?_⟩) <;>
    simp only [Pi.neg_apply, Matrix.mulVec, dotProduct, Fin.sum_univ_two, g0, g1,
      Matrix.mul_apply, Matrix.transpose_apply, r00, r01, r10, r11, m00, m01, m10, m11, hs]
  · linear_combination (-(β / 8) * (u 0 0 - u 1 1)) * h3
  · linear_combination (β * u 0 1 / 4) * h3
  · ring
  · ring

/-- Method of invariants: a linear map from strains to plane vectors that, on symmetric strains, has
the rotation and mirror behaviour of the gauge field agrees on symmetric strains with the gauge
field for some `β`. -/
theorem gaugeField_unique (G : Matrix (Fin 2) (Fin 2) ℝ →ₗ[ℝ] (Fin 2 → ℝ))
    (hrot : ∀ u, u.IsSymm → G (rot * u * rotᵀ) = rot *ᵥ G u)
    (hmir : ∀ u, u.IsSymm → G (mirror * u * mirrorᵀ) = -(mirror *ᵥ G u)) :
    ∃ β, ∀ u, u.IsSymm → G u = gaugeField β u := by
  have h3 : (√3 : ℝ) ^ 2 = 3 := Real.sq_sqrt (by norm_num)
  -- a linear map on symmetric strains has three vector coefficients
  obtain ⟨a, b, c, hG⟩ : ∃ a b c : Fin 2 → ℝ, ∀ u, u.IsSymm → ∀ i,
      G u i = u 0 0 * a i + u 1 1 * b i + u 0 1 * c i := by
    refine ⟨G !![1, 0; 0, 0], G !![0, 0; 0, 1], G !![0, 1; 1, 0], fun u hu i => ?_⟩
    have hd : u = u 0 0 • !![1, 0; 0, 0] + u 1 1 • !![0, 0; 0, 1] +
        u 0 1 • !![0, 1; 1, 0] := by
      ext i j
      fin_cases i <;> fin_cases j <;> simp [hu.apply 0 1]
    have h := congrArg (fun v => G v i) hd
    simpa only [map_add, map_smul, Pi.add_apply, Pi.smul_apply, smul_eq_mul] using h
  have sym (x y z : ℝ) : ∃ E : Matrix (Fin 2) (Fin 2) ℝ, E.IsSymm ∧
      E 0 0 = x ∧ E 0 1 = y ∧ E 1 0 = y ∧ E 1 1 = z :=
    ⟨!![x, y; y, z], Matrix.IsSymm.ext (by
      intro i j
      fin_cases i <;> fin_cases j <;> rfl), rfl, rfl, rfl, rfl⟩
  have cs (R u : Matrix (Fin 2) (Fin 2) ℝ) (hu : u.IsSymm) : (R * u * Rᵀ).IsSymm := by
    rw [Matrix.IsSymm, Matrix.transpose_mul, Matrix.transpose_mul,
      Matrix.transpose_transpose, hu.eq, Matrix.mul_assoc]
  -- the mirror removes three of the six coefficients
  have hm (x y z : ℝ) : x * a 0 + z * b 0 - y * c 0 = x * a 0 + z * b 0 + y * c 0 ∧
      x * a 1 + z * b 1 - y * c 1 = -(x * a 1 + z * b 1 + y * c 1) := by
    obtain ⟨E, hE, e00, e01, e10, e11⟩ := sym x y z
    have M0 := congrFun (hmir E hE) 0
    have M1 := congrFun (hmir E hE) 1
    simp only [hG _ (cs mirror E hE), Pi.neg_apply, Matrix.mulVec, dotProduct,
      Fin.sum_univ_two, hG _ hE, Matrix.mul_apply, Matrix.transpose_apply, e00, e01, e10, e11,
      show mirror 0 0 = -1 from rfl, show mirror 0 1 = 0 from rfl,
      show mirror 1 0 = 0 from rfl, show mirror 1 1 = 1 from rfl] at M0 M1
    exact ⟨by linarith, by linarith⟩
  have ha1 : a 1 = 0 := by linarith [(hm 1 0 0).2]
  have hb1 : b 1 = 0 := by linarith [(hm 0 0 1).2]
  have hc0 : c 0 = 0 := by linarith [(hm 0 1 0).1]
  -- the rotation ties the remaining three together
  obtain ⟨E, hE, e00, e01, e10, e11⟩ := sym 1 0 0
  have R0 := congrFun (hrot E hE) 0
  have R1 := congrFun (hrot E hE) 1
  simp only [hG _ (cs rot E hE), Matrix.mulVec, dotProduct,
    Fin.sum_univ_two, hG _ hE, Matrix.mul_apply, Matrix.transpose_apply, e00, e01, e10, e11,
    show rot 0 0 = -1 / 2 from rfl, show rot 0 1 = -(√3 / 2) from rfl,
    show rot 1 0 = √3 / 2 from rfl, show rot 1 1 = -1 / 2 from rfl] at R0 R1
  have hb0 : b 0 + a 0 = 0 := by
    linear_combination (4 / 3) * R0 - (b 0 / 3) * h3 + (√3 / 3) * hc0 - (2 * √3 / 3) * ha1
  have hc1 : c 1 + 2 * a 0 = 0 := by
    have h : √3 * (c 1 + 2 * a 0) = 0 := by
      linear_combination (-4) * R1 + 3 * ha1 + √3 ^ 2 * hb1
    exact (mul_eq_zero.mp h).resolve_left (by positivity)
  refine ⟨2 * a 0, fun u hu => funext (Fin.forall_fin_two.mpr ⟨?_, ?_⟩)⟩
  · rw [hG u hu]
    change _ = 2 * a 0 / 2 * (u 0 0 - u 1 1)
    linear_combination u 1 1 * hb0 + u 0 1 * hc0
  · rw [hG u hu]
    change _ = 2 * a 0 / 2 * (-2 * u 0 1)
    linear_combination u 0 0 * ha1 + u 1 1 * hb1 + u 0 1 * hc1

end

end GrapheneStrainGauge
```

```lean
#print axioms GrapheneStrainGauge.dirac_point_shift
#print axioms GrapheneStrainGauge.gaugeField_unique
```

```
'GrapheneStrainGauge.dirac_point_shift' depends on axioms: [propext, Classical.choice, Quot.sound]
'GrapheneStrainGauge.gaugeField_unique' depends on axioms: [propext, Classical.choice, Quot.sound]
```

## From bond sums to the theorems

`stretch_values` expands the quadratic forms and uses $(\sqrt3)^2=3$. `valley_phases` computes the three angles, evaluates sine and cosine, and obtains the phases at $-K$ by conjugation.

In `bloch_hasDerivAt`, `key` applies the product and chain rules to one bond. `hs` and `hk` show that elongation and phase angle are linear in $s$, and `HasDerivAt.fun_sum` adds the bonds.

`strained_dirac_expansion` inserts the phases, projections and elongations into that derivative. Its `linear_combination` steps do the algebra above with $(\sqrt3)^2=3$ and $i^2=-1$. For `dirac_point_shift`, uniqueness of the derivative equates the linear term to zero; cancelling the nonzero prefactor and taking real and imaginary parts gives $q=A$.

`gaugeField_witness` checks both symmetry rules component by component, so the hypotheses of the uniqueness theorem are met by $A$ itself. `gaugeField_unique` first extracts $a,b,c$ from linearity. `hm` then supplies the mirror constraints, and the rotated strain $\mathrm{diag}(1,0)$ yields `hb0` and `hc1`, the two relations that leave `2 * a 0` as the only constant.
